# The Wigner function of a chirped Gaussian is a sheared Gaussian

## A packet whose momentum depends on position

When a free Gaussian wave packet spreads, its faster components move ahead and its slower ones fall behind. Position and momentum become correlated, and the wave function acquires a quadratic phase, called a chirp. The position density $|\psi|^2$ does not show this phase. The Wigner function, which depends on position and momentum together, does.

Take the packet at one instant, centred at the origin with zero mean momentum:

$$\psi(x)=\left(\frac a\pi\right)^{1/4}e^{-(a+ib)x^2/2},\qquad a>0,\quad b\in\mathbb R.$$

Here $a$ sets the width and $b$ the chirp. The phase $-bx^2/2$ has the local momentum $\hbar\,\frac{d}{dx}(-bx^2/2)=-\hbar b x$, so a spreading packet has $b<0$. With the convention

$$W(q,p)=\frac1{\pi\hbar}\int \overline{\psi(q+y)}\,\psi(q-y)\,e^{2ipy/\hbar}\,dy,\qquad \hbar>0,$$

where $y$ is half the separation of the two points, the result is

$$W(q,p)=\frac1{\pi\hbar}\exp\left(-aq^2-\frac{(p+\hbar bq)^2}{a\hbar^2}\right).$$

At each $q$, $W$ as a function of $p$ is a Gaussian centred at the local momentum $-\hbar bq$.

## The chirp shears phase space

Let $\psi(x)=e^{-ibx^2/2}\phi(x)$ for any wave function $\phi$. The two phases in the integrand combine to

$$e^{ib(q+y)^2/2}\,e^{-ib(q-y)^2/2}=e^{2ibqy}=e^{2i(\hbar bq)y/\hbar}.$$

This has the form of the Fourier factor already present, so the chirp only replaces $p$ by $p+\hbar bq$.

It remains to treat the real Gaussian $\phi(x)=(a/\pi)^{1/4}e^{-ax^2/2}$. Since $(q+y)^2+(q-y)^2=2q^2+2y^2$,

$$\phi(q+y)\,\phi(q-y)=\sqrt{a/\pi}\;e^{-aq^2-ay^2}.$$

Completing the square in $y$ gives

$$-ay^2+\frac{2ipy}{\hbar}=-a\left(y-\frac{ip}{a\hbar}\right)^2-\frac{p^2}{a\hbar^2}.$$

The shifted Gaussian integrates to $\sqrt{\pi/a}$, which cancels $\sqrt{a/\pi}$. Hence $\pi\hbar W=e^{-aq^2-p^2/(a\hbar^2)}$ for $b=0$, and the shear gives the formula for every $b$.

## Integrating out one variable

Over $p$, the Gaussian contributes $\hbar\sqrt{\pi a}$ whatever its centre, so

$$\int W\,dp=\sqrt{a/\pi}\;e^{-aq^2}=|\psi(q)|^2.$$

Over $q$, first complete the square:

$$aq^2+\frac{(p+\hbar bq)^2}{a\hbar^2}=\frac{a^2+b^2}{a}\left(q+\frac{bp}{\hbar(a^2+b^2)}\right)^2+\frac{ap^2}{\hbar^2(a^2+b^2)}.$$

The $q$ integral contributes $\sqrt{\pi a/(a^2+b^2)}$, and therefore

$$\int W\,dq=\frac1\hbar\sqrt{\frac{a}{\pi(a^2+b^2)}}\;\exp\left(-\frac{ap^2}{\hbar^2(a^2+b^2)}\right).$$

At fixed $a$, a chirp leaves the position width alone and broadens the momentum distribution. Free spreading is different: $a$ decreases while the chirp develops, and the momentum distribution stays the same. In the limit $b\to0$ the correlation vanishes and the variances $1/(2a)$ and $\hbar^2a/2$ have the minimum-uncertainty product $\hbar^2/4$.

For this single one-dimensional Gaussian, $W$ is positive and can be sampled as a probability density for the initial conditions of classical trajectories: draw $q$ with variance $1/(2a)$, then $p$ with mean $-\hbar bq$ and variance $a\hbar^2/2$.

## How the Lean statements express this

A wave function is a map `ℝ → ℂ`. `wignerKernel` is the integrand and `wigner` the integral with its prefactor, in the convention above. `chirp b` multiplies by the quadratic phase, while `gaussian` and `chirpedGaussian` are the packets without and with it.

The main theorem, `wigner_chirpedGaussian`, assumes `0 < a` and `0 < ℏ` and gives the value of $\pi\hbar W$ for all real $b,q,p$. Multiplying out the prefactor loses nothing, because $\pi\hbar\neq0$. `wigner` takes complex values, and the right-hand side is a real exponential regarded as a complex number, so the theorem also says that this $W$ is real and positive.

`position_marginal` and `momentum_marginal` state the two integrals for $W$ itself. The first identifies its result with $|\psi(q)|^2$. The second gives an explicit Gaussian; the file defines no momentum-space wave function with which to compare it. Both concern this packet only, whereas the shear `wignerKernel_chirp` holds for every wave function and every nonzero $\hbar$. Time evolution, displaced packets and several dimensions are not treated.

```lean
import Mathlib

open MeasureTheory
open scoped Real ComplexConjugate

namespace ChirpedGaussianWigner

noncomputable section

/-- The integrand of the Wigner function at the phase-space point `(q, p)`, as a function of
the half-separation `y`. -/
def wignerKernel (ℏ : ℝ) (ψ : ℝ → ℂ) (q p y : ℝ) : ℂ :=
  conj (ψ (q + y)) * ψ (q - y) * Complex.exp (2 * Complex.I * p * y / ℏ)

/-- The Wigner function of the wave function `ψ`. -/
def wigner (ℏ : ℝ) (ψ : ℝ → ℂ) (q p : ℝ) : ℂ :=
  1 / ((π : ℂ) * ℏ) * ∫ y : ℝ, wignerKernel ℏ ψ q p y

/-- Multiplication of a wave function by the quadratic phase `exp (-i b x² / 2)`. -/
def chirp (b : ℝ) (ψ : ℝ → ℂ) (x : ℝ) : ℂ :=
  Complex.exp (((-(b * x ^ 2 / 2) : ℝ) : ℂ) * Complex.I) * ψ x

/-- The real Gaussian wave packet `(a/π)^(1/4) exp (-a x² / 2)`. -/
def gaussian (a x : ℝ) : ℝ :=
  (a / π) ^ (1 / 4 : ℝ) * Real.exp (-(a * x ^ 2 / 2))

/-- The chirped Gaussian wave packet `(a/π)^(1/4) exp (-(a + i b) x² / 2)`. -/
def chirpedGaussian (a b x : ℝ) : ℂ :=
  (((a / π) ^ (1 / 4 : ℝ) : ℝ) : ℂ) *
    Complex.exp (-((a : ℂ) + Complex.I * b) * (x : ℂ) ^ 2 / 2)

/-- For any wave function, a chirp replaces the momentum `p` in the Wigner kernel by
`p + ℏ b q`. -/
theorem wignerKernel_chirp {ℏ : ℝ} (hℏ : ℏ ≠ 0) (b : ℝ) (ψ : ℝ → ℂ) (q p : ℝ) :
    wignerKernel ℏ (chirp b ψ) q p = wignerKernel ℏ ψ q (p + ℏ * b * q) := by
  have hc : (ℏ : ℂ) ≠ 0 := by exact_mod_cast hℏ
  funext y
  -- the two quadratic phases combine to a phase linear in `y`
  have hphase : Complex.exp (((-(b * (q + y) ^ 2 / 2) : ℝ) : ℂ) * -Complex.I) *
      Complex.exp (((-(b * (q - y) ^ 2 / 2) : ℝ) : ℂ) * Complex.I) *
      Complex.exp (2 * Complex.I * p * y / ℏ) =
      Complex.exp (2 * Complex.I * ((p + ℏ * b * q : ℝ) : ℂ) * y / ℏ) := by
    rw [← Complex.exp_add, ← Complex.exp_add]
    congr 1
    push_cast
    field_simp
    ring
  simp only [wignerKernel, chirp, map_mul, ← Complex.exp_conj, Complex.conj_ofReal,
    Complex.conj_I]
  linear_combination (conj (ψ (q + y)) * ψ (q - y)) * hphase

/-- The product of the Gaussian at `q + y` and at `q - y` separates into a Gaussian in `q`
and a Gaussian in `y`. -/
theorem gaussian_mul {a : ℝ} (ha : 0 < a) (q y : ℝ) :
    gaussian a (q + y) * gaussian a (q - y) =
      √(a / π) * Real.exp (-a * q ^ 2 - a * y ^ 2) := by
  have hN : (a / π) ^ (1 / 4 : ℝ) * (a / π) ^ (1 / 4 : ℝ) = √(a / π) := by
    rw [← Real.rpow_add (by positivity), Real.sqrt_eq_rpow]
    norm_num
  unfold gaussian
  rw [mul_mul_mul_comm, hN, ← Real.exp_add]
  congr 2
  ring

/-- The Wigner function of the real Gaussian, multiplied by `π ℏ`, is
`exp (-a q² - p² / (a ℏ²))`. -/
theorem wigner_gaussian {a ℏ : ℝ} (ha : 0 < a) (hℏ : 0 < ℏ) (q p : ℝ) :
    (π : ℂ) * ℏ * wigner ℏ (fun x => (gaussian a x : ℂ)) q p =
      ((Real.exp (-a * q ^ 2 - p ^ 2 / (a * ℏ ^ 2)) : ℝ) : ℂ) := by
  have hne : (π : ℂ) * ℏ ≠ 0 := by exact_mod_cast (mul_pos Real.pi_pos hℏ).ne'
  have hk : ∀ y : ℝ, wignerKernel ℏ (fun x => (gaussian a x : ℂ)) q p y =
      ((√(a / π) : ℝ) : ℂ) * Complex.exp (-(a : ℂ) * (y : ℂ) ^ 2 +
        (2 * Complex.I * p / ℏ) * y + (-(a : ℂ) * (q : ℂ) ^ 2)) := by
    intro y
    simp only [wignerKernel]
    rw [Complex.conj_ofReal, ← Complex.ofReal_mul, gaussian_mul ha, Complex.ofReal_mul,
      Complex.ofReal_exp, mul_assoc, ← Complex.exp_add]
    congr 2
    push_cast
    ring
  have hs : ((π : ℂ) / -(-(a : ℂ))) ^ (1 / 2 : ℂ) = ((√(π / a) : ℝ) : ℂ) := by
    rw [neg_neg, Real.sqrt_eq_rpow, Complex.ofReal_cpow (by positivity)]
    push_cast
    rfl
  have hone : ((√(a / π) : ℝ) : ℂ) * ((√(π / a) : ℝ) : ℂ) = 1 := by
    rw [← Complex.ofReal_mul, ← Real.sqrt_mul (by positivity),
      show a / π * (π / a) = 1 by field_simp, Real.sqrt_one, Complex.ofReal_one]
  have he : -(a : ℂ) * (q : ℂ) ^ 2 - (2 * Complex.I * p / ℏ) ^ 2 / (4 * -(a : ℂ)) =
      ((-a * q ^ 2 - p ^ 2 / (a * ℏ ^ 2) : ℝ) : ℂ) := by
    have hI : (2 * Complex.I * (p : ℂ) / ℏ) ^ 2 = -4 * (p : ℂ) ^ 2 / (ℏ : ℂ) ^ 2 := by
      rw [div_pow, mul_pow, mul_pow, Complex.I_sq]
      ring
    rw [hI]
    push_cast
    ring
  -- the remaining integral over `y` is a Gaussian with a linear term
  unfold wigner
  simp only [hk]
  rw [integral_const_mul, integral_cexp_quadratic (by simpa using ha), hs, he, one_div,
    mul_inv_cancel_left₀ hne, ← mul_assoc, hone, one_mul, Complex.ofReal_exp]

/-- The chirped Gaussian is the chirp applied to the real Gaussian. -/
theorem chirpedGaussian_eq_chirp (a b : ℝ) :
    chirpedGaussian a b = chirp b (fun x => (gaussian a x : ℂ)) := by
  funext x
  simp only [chirpedGaussian, chirp, gaussian]
  rw [Complex.ofReal_mul, Complex.ofReal_exp, mul_left_comm, ← Complex.exp_add]
  congr 2
  push_cast
  ring

/-- The Wigner function of the chirped Gaussian, multiplied by `π ℏ`, is
`exp (-a q² - (p + ℏ b q)² / (a ℏ²))`. -/
theorem wigner_chirpedGaussian {a ℏ : ℝ} (ha : 0 < a) (hℏ : 0 < ℏ) (b q p : ℝ) :
    (π : ℂ) * ℏ * wigner ℏ (chirpedGaussian a b) q p =
      ((Real.exp (-a * q ^ 2 - (p + ℏ * b * q) ^ 2 / (a * ℏ ^ 2)) : ℝ) : ℂ) := by
  rw [← wigner_gaussian ha hℏ, chirpedGaussian_eq_chirp]
  unfold wigner
  rw [wignerKernel_chirp hℏ.ne']

/-- Integrating the Wigner function of the chirped Gaussian over momentum gives the position
density `|ψ(q)|²`. -/
theorem position_marginal {a ℏ : ℝ} (ha : 0 < a) (hℏ : 0 < ℏ) (b q : ℝ) :
    ∫ p : ℝ, wigner ℏ (chirpedGaussian a b) q p =
      ((‖chirpedGaussian a b q‖ ^ 2 : ℝ) : ℂ) := by
  have hπ : (π : ℂ) ≠ 0 := by exact_mod_cast Real.pi_ne_zero
  have hc : (ℏ : ℂ) ≠ 0 := by exact_mod_cast hℏ.ne'
  have hnorm : ‖chirpedGaussian a b q‖ ^ 2 = √(a / π) * Real.exp (-a * q ^ 2) := by
    have h := gaussian_mul ha q 0
    simp only [add_zero, sub_zero] at h
    simp only [chirpedGaussian_eq_chirp, chirp, norm_mul, Complex.norm_exp_ofReal_mul_I,
      one_mul, Complex.norm_real, Real.norm_eq_abs, sq_abs]
    rw [sq, h]
    congr 2
    ring
  have hW : ∀ p : ℝ, wigner ℏ (chirpedGaussian a b) q p =
      ((1 / (π * ℏ) * Real.exp (-a * q ^ 2) *
        Real.exp (-(1 / (a * ℏ ^ 2)) * (p + ℏ * b * q) ^ 2) : ℝ) : ℂ) := by
    intro p
    rw [mul_assoc, ← Real.exp_add, show -a * q ^ 2 + -(1 / (a * ℏ ^ 2)) * (p + ℏ * b * q) ^ 2 =
      -a * q ^ 2 - (p + ℏ * b * q) ^ 2 / (a * ℏ ^ 2) by ring, Complex.ofReal_mul,
      ← wigner_chirpedGaussian ha hℏ]
    push_cast
    field_simp
  -- shift the momentum variable to the centre of the Gaussian
  have h1 : ∫ p : ℝ, Real.exp (-(1 / (a * ℏ ^ 2)) * (p + ℏ * b * q) ^ 2) =
      √(π / (1 / (a * ℏ ^ 2))) :=
    (integral_add_right_eq_self (fun x : ℝ => Real.exp (-(1 / (a * ℏ ^ 2)) * x ^ 2))
      (ℏ * b * q)).trans (integral_gaussian _)
  simp only [hW]
  rw [integral_complex_ofReal, integral_const_mul, h1, hnorm,
    show π / (1 / (a * ℏ ^ 2)) = (π * ℏ) ^ 2 * (a / π) by field_simp,
    Real.sqrt_mul (by positivity), Real.sqrt_sq (by positivity)]
  congr 1
  field_simp

/-- Integrating the Wigner function of the chirped Gaussian over position gives a Gaussian in
momentum with exponent `-a p² / (ℏ² (a² + b²))`. -/
theorem momentum_marginal {a ℏ : ℝ} (ha : 0 < a) (hℏ : 0 < ℏ) (b p : ℝ) :
    ∫ q : ℝ, wigner ℏ (chirpedGaussian a b) q p =
      ((√(a / (π * (a ^ 2 + b ^ 2))) / ℏ *
        Real.exp (-(a * p ^ 2 / (ℏ ^ 2 * (a ^ 2 + b ^ 2)))) : ℝ) : ℂ) := by
  have hπ : (π : ℂ) ≠ 0 := by exact_mod_cast Real.pi_ne_zero
  have hc : (ℏ : ℂ) ≠ 0 := by exact_mod_cast hℏ.ne'
  have hD : a ^ 2 + b ^ 2 ≠ 0 := by positivity
  -- complete the square in `q`
  have hW : ∀ q : ℝ, wigner ℏ (chirpedGaussian a b) q p =
      ((1 / (π * ℏ) * Real.exp (-(a * p ^ 2 / (ℏ ^ 2 * (a ^ 2 + b ^ 2)))) *
        Real.exp (-((a ^ 2 + b ^ 2) / a) *
          (q + b * p / (ℏ * (a ^ 2 + b ^ 2))) ^ 2) : ℝ) : ℂ) := by
    intro q
    rw [mul_assoc, ← Real.exp_add, show -(a * p ^ 2 / (ℏ ^ 2 * (a ^ 2 + b ^ 2))) +
      -((a ^ 2 + b ^ 2) / a) * (q + b * p / (ℏ * (a ^ 2 + b ^ 2))) ^ 2 =
      -a * q ^ 2 - (p + ℏ * b * q) ^ 2 / (a * ℏ ^ 2) by field_simp; ring,
      Complex.ofReal_mul, ← wigner_chirpedGaussian ha hℏ]
    push_cast
    field_simp
  have h1 : ∫ q : ℝ, Real.exp (-((a ^ 2 + b ^ 2) / a) *
      (q + b * p / (ℏ * (a ^ 2 + b ^ 2))) ^ 2) = √(π / ((a ^ 2 + b ^ 2) / a)) :=
    (integral_add_right_eq_self (fun x : ℝ => Real.exp (-((a ^ 2 + b ^ 2) / a) * x ^ 2))
      (b * p / (ℏ * (a ^ 2 + b ^ 2)))).trans (integral_gaussian _)
  simp only [hW]
  rw [integral_complex_ofReal, integral_const_mul, h1,
    show π / ((a ^ 2 + b ^ 2) / a) = π ^ 2 * (a / (π * (a ^ 2 + b ^ 2))) by field_simp,
    Real.sqrt_mul (by positivity), Real.sqrt_sq (by positivity)]
  congr 1
  field_simp

end

end ChirpedGaussianWigner
```

```lean
#print axioms ChirpedGaussianWigner.wigner_chirpedGaussian
#print axioms ChirpedGaussianWigner.position_marginal
#print axioms ChirpedGaussianWigner.momentum_marginal
```

```
'ChirpedGaussianWigner.wigner_chirpedGaussian' depends on axioms: [propext, Classical.choice, Quot.sound]
'ChirpedGaussianWigner.position_marginal' depends on axioms: [propext, Classical.choice, Quot.sound]
'ChirpedGaussianWigner.momentum_marginal' depends on axioms: [propext, Classical.choice, Quot.sound]
```

## How the proof follows the calculation

`wignerKernel_chirp` proves the shear for the integrand at each $y$, so it needs no integrability assumption. Its step `hphase` adds the three exponents and checks the identity with `field_simp` and `ring`; `linear_combination` then multiplies by the remaining wave-function factors.

`gaussian_mul` separates the product of displaced Gaussians. Its step `hN` combines the two fourth roots into $\sqrt{a/\pi}$.

`wigner_gaussian` carries out the $y$ integral. The step `hk` writes the integrand as a constant times the exponential of a quadratic polynomial in $y$, and Mathlib's `integral_cexp_quadratic` supplies the integral, replacing the completed square and complex shift above. Then `he` simplifies the exponent, `hs` identifies the complex square root with the real $\sqrt{\pi/a}$, and `hone` cancels the two square roots.

`chirpedGaussian_eq_chirp` shows that the packet is the chirp applied to the real Gaussian. The main theorem then takes only rewriting: it uses the unchirped formula at momentum $p+\hbar bq$ and applies the shear under the integral.

In both marginal theorems, `hW` solves the main formula for $W$ and arranges it as a constant times a shifted Gaussian; for the momentum marginal this includes completing the square in $q$. The step `h1` removes the shift by translation invariance and applies `integral_gaussian`. In `position_marginal`, `hnorm` computes $|\psi(q)|^2$ from `gaussian_mul` at $y=0$, using that the chirp has modulus one.
